# Damping of the first-order amplitude by a level shift when H₀ − E₀ is positive definite

Take a single excited function that lies an energy \(a>0\) above the reference and couples to it with strength \(v\neq 0\). Its first-order amplitude is \(-v/a\), which becomes large when \(a\) is small: this is the intruder-state problem. A real level shift \(\varepsilon\ge 0\) replaces the amplitude by

\[
x(\varepsilon)=-\frac{v}{a+\varepsilon}.
\]

Raise the shift from \(\varepsilon\) to \(\delta>\varepsilon\). The part of the amplitude that is lost is

\[
x(\varepsilon)-x(\delta)=\frac{\delta-\varepsilon}{a+\varepsilon}\,x(\delta),
\]

a positive multiple of what remains, so the amplitude shrinks. For large shifts \(\varepsilon|x(\varepsilon)|=\varepsilon|v|/(a+\varepsilon)\) tends to \(|v|\).

With many coupled functions, \(a\) becomes an operator \(A\) and \(v\) a vector. The lost part need no longer be parallel to the remainder, but if \(A\) is positive definite, their overlap still has a positive real part. That is enough for the norm of the amplitude vector to shrink. The large-shift limit carries over too, and is proved below from a separate error bound.

## The space, the operator and the amplitude

```lean
import Mathlib

open Filter Topology
open scoped InnerProductSpace

namespace AmplitudeDamping

noncomputable section

variable {E : Type*} [NormedAddCommGroup E] [InnerProductSpace ℂ E]
```

`E` is a complex inner product space, the space of first-order functions. Its inner product is linear in the second argument, like a bracket \(\langle x|y\rangle\).

```lean
/-- The operator `A` has a positive definite form: `Re ⟨x, A x⟩ > 0` for every nonzero `x`.
Hermiticity is not required. -/
def PositiveForm (A : Module.End ℂ E) : Prop :=
  ∀ x : E, x ≠ 0 → 0 < (⟪x, A x⟫_ℂ).re
```

`Module.End ℂ E` is the type of linear operators on `E`. In perturbation theory \(A\) stands for \(H_0-E_0\) on the first-order space. `PositiveForm A` says that

\[
\operatorname{Re}\langle x,Ax\rangle>0\quad\text{for all }x\neq 0 .
\]

For Hermitian \(A\) this is ordinary positive definiteness. Physically, every first-order function has a mean zeroth-order energy \(\langle x,H_0x\rangle/\|x\|^2\) above \(E_0\). For non-Hermitian \(A\), the condition says that the Hermitian part \((A+A^\dagger)/2\) is positive definite. It is an assumption about the chosen \(H_0\) and reference, and is not derived here.

```lean
/-- The level-shifted first-order amplitude `x(ε) = -(A + ε)⁻¹ v`, for shifts `ε` at which
`A + ε` is invertible. -/
def amplitude (A : Module.End ℂ E) (v : E) (ε : ℝ) : E :=
  -(Ring.inverse (A + (ε : ℂ) • (1 : Module.End ℂ E)) v)
```

This is \(x(\varepsilon)=-(A+\varepsilon)^{-1}v\). The symbol `1` is the identity operator, and `(ε : ℂ)` is the real shift read as a complex number. The letter \(\varepsilon\) is the shift, not an orbital energy, and `amplitude` is the whole vector, not one coefficient. `Ring.inverse` returns zero for an operator without an inverse, so invertibility has to be proved wherever the formula is used.

## Two facts about inner products

```lean
/-- A real level shift `ε` adds `ε ‖x‖²` to the real part of the quadratic form of `A`. -/
theorem re_inner_shifted (A : Module.End ℂ E) (ε : ℝ) (x : E) :
    (⟪x, A x + (ε : ℂ) • x⟫_ℂ).re = (⟪x, A x⟫_ℂ).re + ε * ‖x‖ ^ 2 := by
  have hs : (⟪x, x⟫_ℂ).re = ‖x‖ ^ 2 := inner_self_eq_norm_sq (𝕜 := ℂ) x
  rw [inner_add_right, inner_smul_right, Complex.add_re, Complex.re_ofReal_mul, hs]
```

Linearity in the second argument gives

\[
\operatorname{Re}\langle x,Ax+\varepsilon x\rangle=\operatorname{Re}\langle x,Ax\rangle+\varepsilon\|x\|^2 .
\]

The `rw` line splits the inner product in the same way, and `hs` supplies \(\langle x,x\rangle=\|x\|^2\).

```lean
/-- Adding a nonzero vector `w` with `Re ⟨w, y⟩ ≥ 0` to `y` makes it strictly longer. -/
theorem norm_lt_norm_add {w y : E} (h : 0 ≤ (⟪w, y⟫_ℂ).re) (hw : w ≠ 0) :
    ‖y‖ < ‖w + y‖ := by
  have e : ‖w + y‖ ^ 2 = ‖w‖ ^ 2 + 2 * (⟪w, y⟫_ℂ).re + ‖y‖ ^ 2 :=
    norm_add_sq (𝕜 := ℂ) w y
  have hp : 0 < ‖w‖ ^ 2 := pow_pos (norm_pos_iff.mpr hw) 2
  exact lt_of_pow_lt_pow_left₀ 2 (norm_nonneg _) (by linarith)
```

Expand the square:

\[
\|w+y\|^2=\|w\|^2+2\operatorname{Re}\langle w,y\rangle+\|y\|^2 .
\]

If \(w\neq 0\) and the overlap term is not negative, the right side exceeds \(\|y\|^2\). In Lean, `e` is the expansion, `hp` is \(\|w\|^2>0\), `linarith` compares the squares, and the last lemma passes from squares to norms.

## The shifted equation has a solution

```lean
/-- Whenever `A + ε` is invertible, the amplitude solves the shifted first-order equation
`(A + ε) x = -v`. -/
theorem amplitude_solves {A : Module.End ℂ E} {ε : ℝ} (v : E)
    (hu : IsUnit (A + (ε : ℂ) • (1 : Module.End ℂ E))) :
    A (amplitude A v ε) + (ε : ℂ) • amplitude A v ε = -v := by
  have h := congrArg (fun T : Module.End ℂ E => T v) (Ring.mul_inverse_cancel _ hu)
  simp only [Module.End.mul_apply, LinearMap.add_apply, LinearMap.smul_apply,
    Module.End.one_apply] at h
  unfold amplitude
  rw [map_neg, smul_neg, ← neg_add, h]
```

The hypothesis `IsUnit` means that \(A+\varepsilon\) is invertible. Applying \(A+\varepsilon\) to \(-(A+\varepsilon)^{-1}v\) then gives

\[
Ax(\varepsilon)+\varepsilon x(\varepsilon)=-v .
\]

Positivity is not used, so the lemma also serves for the negative operator at the end.

```lean
variable [FiniteDimensional ℂ E]

/-- On a finite-dimensional space, if `A` has a positive definite form, then `A + ε` is invertible
for every `ε ≥ 0`. -/
theorem isUnit_shifted {A : Module.End ℂ E} (hA : PositiveForm A) {ε : ℝ} (hε : 0 ≤ ε) :
    IsUnit (A + (ε : ℂ) • (1 : Module.End ℂ E)) := by
  rw [LinearMap.isUnit_iff_ker_eq_bot, LinearMap.ker_eq_bot']
  intro x hx
  by_contra h0
  have hx' : A x + (ε : ℂ) • x = 0 := hx
  have h := re_inner_shifted A ε x
  rw [hx', inner_zero_right, Complex.zero_re] at h
  have h1 := hA x h0
  have h2 := mul_nonneg hε (sq_nonneg ‖x‖)
  linarith
```

From here on `E` has finite dimension, as in a finite orbital basis. An operator on such a space is invertible once its kernel is zero. Suppose \((A+\varepsilon)x=0\) with \(x\neq0\) and \(\varepsilon\ge0\). Then

\[
0=\operatorname{Re}\langle x,Ax\rangle+\varepsilon\|x\|^2>0,
\]

a contradiction. The proof assumes such an `x` with `by_contra`, and `linarith` finds the clash.

## What a larger shift removes

```lean
/-- On a finite-dimensional space, for `A` with a positive definite form and shifts `ε, δ ≥ 0`, the
change of the amplitude obeys `(A + ε) (x(ε) - x(δ)) = (δ - ε) x(δ)`. -/
theorem amplitude_difference {A : Module.End ℂ E} (hA : PositiveForm A) (v : E) {ε δ : ℝ}
    (hε : 0 ≤ ε) (hδ : 0 ≤ δ) :
    A (amplitude A v ε - amplitude A v δ) + (ε : ℂ) • (amplitude A v ε - amplitude A v δ)
      = ((δ - ε : ℝ) : ℂ) • amplitude A v δ := by
  have hx := amplitude_solves v (isUnit_shifted hA hε)
  have hy := amplitude_solves v (isUnit_shifted hA hδ)
  rw [map_sub, Complex.ofReal_sub]
  linear_combination (norm := module) hx - hy
```

Write the equations at the two shifts,

\[
Ax(\varepsilon)+\varepsilon x(\varepsilon)=-v,\qquad Ax(\delta)+\delta x(\delta)=-v,
\]

and set \(w=x(\varepsilon)-x(\delta)\). Subtraction gives \(Aw+\varepsilon x(\varepsilon)-\delta x(\delta)=0\). Since \(\varepsilon x(\varepsilon)=\varepsilon w+\varepsilon x(\delta)\),

\[
(A+\varepsilon)w=(\delta-\varepsilon)\,x(\delta).
\]

This is the operator form of the one-function formula at the start. The tactic `linear_combination` is told to subtract `hy` from `hx` and checks the remaining vector algebra.

```lean
/-- On a finite-dimensional space, for `A` with a positive definite form and `v ≠ 0`, two different
shifts `0 ≤ ε < δ` give different amplitudes. -/
theorem amplitude_sub_ne_zero {A : Module.End ℂ E} (hA : PositiveForm A) {v : E} (hv : v ≠ 0)
    {ε δ : ℝ} (hε : 0 ≤ ε) (h : ε < δ) : amplitude A v ε - amplitude A v δ ≠ 0 := by
  intro hw
  have hδ : 0 ≤ δ := hε.trans h.le
  have hd := amplitude_difference hA v hε hδ
  rw [hw, map_zero, smul_zero, add_zero] at hd
  have hc : ((δ - ε : ℝ) : ℂ) ≠ 0 := Complex.ofReal_ne_zero.mpr (sub_pos.mpr h).ne'
  have hy := (smul_eq_zero.mp hd.symm).resolve_left hc
  have hs := amplitude_solves v (isUnit_shifted hA hδ)
  rw [hy, map_zero, smul_zero, add_zero] at hs
  exact hv (neg_eq_zero.mp hs.symm)
```

If \(w\) were zero, the last identity would give \((\delta-\varepsilon)x(\delta)=0\), hence \(x(\delta)=0\). The equation at \(\delta\) would then read \(0=-v\), which contradicts \(v\neq0\). The Lean proof takes these steps in the same order: `hy` is \(x(\delta)=0\), and `hs` becomes \(0=-v\).

## How fast the large-shift limit is reached

```lean
/-- On a finite-dimensional space, for `A` with a positive definite form and `ε > 0`, the scaled
amplitude `ε x(ε)` differs from `-v` by at most `‖A‖ ‖v‖ / ε` in norm. -/
theorem large_shift_error {A : Module.End ℂ E} (hA : PositiveForm A) (v : E) {ε : ℝ}
    (hε : 0 < ε) :
    ‖(ε : ℂ) • amplitude A v ε - -v‖ ≤ ‖LinearMap.toContinuousLinearMap A‖ * ‖v‖ / ε := by
  have hs := amplitude_solves v (isUnit_shifted hA hε.le)
  set x := amplitude A v ε
  -- the quadratic form bounds the amplitude by `‖v‖ / ε`
  have hb : ε * ‖x‖ ≤ ‖v‖ := by
    rcases eq_or_ne x 0 with h0 | h0
    · rw [h0, norm_zero, mul_zero]
      exact norm_nonneg v
    · have h1 := re_inner_shifted A ε x
      rw [hs] at h1
      have h2 : (⟪x, -v⟫_ℂ).re ≤ ‖x‖ * ‖-v‖ := re_inner_le_norm (𝕜 := ℂ) x (-v)
      rw [norm_neg] at h2
      have h3 := hA x h0
      exact le_of_mul_le_mul_left (by nlinarith : ‖x‖ * (ε * ‖x‖) ≤ ‖x‖ * ‖v‖)
        (norm_pos_iff.mpr h0)
  -- the deviation from `-v` is exactly `-A x`
  have he : (ε : ℂ) • x - -v = -(A x) := by
    rw [← hs]
    abel
  have hop : ‖A x‖ ≤ ‖LinearMap.toContinuousLinearMap A‖ * ‖x‖ :=
    (LinearMap.toContinuousLinearMap A).le_opNorm x
  rw [he, norm_neg, le_div_iff₀ hε]
  nlinarith [mul_le_mul_of_nonneg_right hop hε.le,
    mul_le_mul_of_nonneg_left hb (norm_nonneg (LinearMap.toContinuousLinearMap A))]
```

The expression `- -v` is plus \(v\), so the claim for \(\varepsilon>0\) is

\[
\|\varepsilon x(\varepsilon)+v\|\le\frac{\|A\|\,\|v\|}{\varepsilon}.
\]

Here \(\|A\|\) is the operator norm, which Lean takes from the continuous version of \(A\).

Write \(x=x(\varepsilon)\). Positivity, the shifted equation and the Cauchy–Schwarz inequality give

\[
\varepsilon\|x\|^2\le\operatorname{Re}\langle x,Ax+\varepsilon x\rangle=\operatorname{Re}\langle x,-v\rangle\le\|x\|\,\|v\| .
\]

Division by \(\|x\|\) yields \(\varepsilon\|x\|\le\|v\|\), which is trivially true for \(x=0\); this is `hb`. The shifted equation also says \(\varepsilon x+v=-Ax\), which is `he`. Therefore

\[
\|\varepsilon x+v\|=\|Ax\|\le\|A\|\,\|x\|\le\frac{\|A\|\,\|v\|}{\varepsilon}.
\]

The final `nlinarith` combines the operator-norm bound `hop` with `hb`.

## Strict damping and the limit

```lean
/-- Amplitude damping on a finite-dimensional space: for `A` with a positive definite form and
`v ≠ 0`, the norm of `x(ε) = -(A + ε)⁻¹ v` is strictly decreasing for `ε ≥ 0`, and `ε ‖x(ε)‖` tends
to `‖v‖` as `ε` tends to infinity. -/
theorem amplitude_damping {A : Module.End ℂ E} (hA : PositiveForm A) {v : E} (hv : v ≠ 0) :
    StrictAntiOn (fun ε : ℝ => ‖amplitude A v ε‖) (Set.Ici 0) ∧
      Tendsto (fun ε : ℝ => ε * ‖amplitude A v ε‖) atTop (𝓝 ‖v‖) := by
  constructor
  · intro ε hε δ hδ h
    have hε' : 0 ≤ ε := hε
    have hw := amplitude_sub_ne_zero hA hv hε' h
    have hr := re_inner_shifted A ε (amplitude A v ε - amplitude A v δ)
    rw [amplitude_difference hA v hε' hδ, inner_smul_right, Complex.re_ofReal_mul] at hr
    -- the lost part of the amplitude has nonnegative overlap with what remains
    have hpos := hA _ hw
    have hn := mul_nonneg hε' (sq_nonneg ‖amplitude A v ε - amplitude A v δ‖)
    have hprod : (δ - ε) * 0 ≤ (δ - ε) *
        (⟪amplitude A v ε - amplitude A v δ, amplitude A v δ⟫_ℂ).re := by
      rw [mul_zero, hr]
      linarith
    have hin := le_of_mul_le_mul_left hprod (sub_pos.mpr h)
    have hlt := norm_lt_norm_add hin hw
    rwa [sub_add_cancel] at hlt
  · have hbound : Tendsto (fun ε : ℝ => ‖LinearMap.toContinuousLinearMap A‖ * ‖v‖ / ε)
        atTop (𝓝 0) := tendsto_const_nhds.div_atTop tendsto_id
    have hlim : Tendsto (fun ε : ℝ => (ε : ℂ) • amplitude A v ε) atTop (𝓝 (-v)) := by
      rw [tendsto_iff_norm_sub_tendsto_zero]
      refine squeeze_zero' (Eventually.of_forall fun _ => norm_nonneg _) ?_ hbound
      filter_upwards [eventually_gt_atTop (0 : ℝ)] with ε hε
      exact large_shift_error hA v hε
    have hnorm := hlim.norm
    rw [norm_neg] at hnorm
    refine hnorm.congr' ?_
    filter_upwards [eventually_ge_atTop (0 : ℝ)] with ε hε
    rw [norm_smul, Complex.norm_real, Real.norm_of_nonneg hε]
```

`StrictAntiOn … (Set.Ici 0)` says that \(\|x(\varepsilon)\|\) is strictly decreasing on \([0,\infty)\). `Tendsto … atTop (𝓝 ‖v‖)` says that \(\varepsilon\|x(\varepsilon)\|\to\|v\|\) as \(\varepsilon\to\infty\). The hypotheses are a positive form and \(v\neq0\).

For the first part, let \(0\le\varepsilon<\delta\) and \(w=x(\varepsilon)-x(\delta)\neq0\). Take the inner product of \(w\) with the difference equation:

\[
(\delta-\varepsilon)\operatorname{Re}\langle w,x(\delta)\rangle=\operatorname{Re}\langle w,Aw\rangle+\varepsilon\|w\|^2>0 .
\]

Since \(\delta-\varepsilon>0\), the overlap of \(w\) with \(x(\delta)\) has a positive real part. The expansion of the square now gives

\[
\|x(\delta)\|<\|w+x(\delta)\|=\|x(\varepsilon)\| .
\]

In Lean, `hr` is the displayed equality. `hin` keeps only that the overlap is not negative, which suffices because \(w\neq0\).

For the second part, the error bound tends to zero, so `squeeze_zero'` gives \(\varepsilon x(\varepsilon)\to-v\). Taking norms gives \(\|\varepsilon x(\varepsilon)\|\to\|v\|\), and for \(\varepsilon\ge0\) the left side equals \(\varepsilon\|x(\varepsilon)\|\). The `filter_upwards` lines restrict attention to the shifts for which these statements hold.

In level-shifted multireference perturbation theory, such as CASPT2 with a real shift, this describes the norm of the first-order wave function, provided that \(H_0-E_0\) is positive definite on a finite first-order space. The step left to the user is to identify \(A\) and \(v\) with the quantities in a program: the norm here is that of the wave function. For coefficients \(c\) in a non-orthogonal basis with overlap matrix \(S\), it is \(\sqrt{c^\dagger Sc}\), and the shift enters the linear equations as \(\varepsilon S\).

## A state below the reference

```lean
/-- For `A = -a` and `v ≠ 0`, the norm of the amplitude grows when the shift is raised from
`ε` to `δ` with `ε < δ < a`. -/
theorem growth_towards_intruder {a ε δ : ℝ} (h : ε < δ) (hδ : δ < a) {v : E} (hv : v ≠ 0) :
    ‖amplitude ((-(a : ℂ)) • (1 : Module.End ℂ E)) v ε‖
      < ‖amplitude ((-(a : ℂ)) • (1 : Module.End ℂ E)) v δ‖ := by
  -- below the pole the norm is `‖v‖ / (a - s)`
  have key : ∀ s : ℝ, s < a →
      ‖amplitude ((-(a : ℂ)) • (1 : Module.End ℂ E)) v s‖ = ‖v‖ / (a - s) := by
    intro s hs
    have hp : 0 < a - s := sub_pos.mpr hs
    have hu : IsUnit ((-(a : ℂ)) • (1 : Module.End ℂ E) + (s : ℂ) • 1) := by
      rw [LinearMap.isUnit_iff_ker_eq_bot, LinearMap.ker_eq_bot']
      intro x hx
      have hx' : (-(a : ℂ)) • x + (s : ℂ) • x = 0 := hx
      have h0 : ((a - s : ℝ) : ℂ) • x = 0 := by
        rw [Complex.ofReal_sub]
        linear_combination (norm := module) -hx'
      exact (smul_eq_zero.mp h0).resolve_left (Complex.ofReal_ne_zero.mpr hp.ne')
    have he := amplitude_solves v hu
    rw [LinearMap.smul_apply, Module.End.one_apply] at he
    set x := amplitude ((-(a : ℂ)) • (1 : Module.End ℂ E)) v s
    have hv' : ((a - s : ℝ) : ℂ) • x = v := by
      rw [Complex.ofReal_sub]
      linear_combination (norm := module) -he
    rw [eq_div_iff hp.ne', ← hv', norm_smul, Complex.norm_real, Real.norm_of_nonneg hp.le,
      mul_comm]
  rw [key ε (h.trans hδ), key δ hδ]
  exact div_lt_div_of_pos_left (norm_pos_iff.mpr hv) (by linarith) (by linarith)

end

end AmplitudeDamping
```

Now let \(A=-a\) times the identity. For \(a>0\) this describes first-order functions that lie below the reference. At a shift \(s<a\) the equation \((-a+s)x=-v\) has the solution

\[
x(s)=\frac{v}{a-s},\qquad \|x(s)\|=\frac{\|v\|}{a-s}.
\]

Raising \(s\) towards \(a\) makes the denominator smaller and the amplitude larger: the shift pushes the state into the resonance it was meant to avoid. The inner statement `key` proves the formula for the norm, including the invertibility of \(-a+s\), and the last line compares the two fractions.

With \(a>0\) and \(0\le\varepsilon<\delta<a\), the operator \(A\) is Hermitian and invertible, and so are both shifted operators. These properties alone therefore do not guarantee damping.

```lean
#print axioms AmplitudeDamping.amplitude_damping
#print axioms AmplitudeDamping.growth_towards_intruder
```

```
'AmplitudeDamping.amplitude_damping' depends on axioms: [propext, Classical.choice, Quot.sound]
'AmplitudeDamping.growth_towards_intruder' depends on axioms: [propext, Classical.choice, Quot.sound]
```
